# Peierls inequality: diagonal energies bound the free energy from above in finite dimension

Suppose a code puts the diagonal entries $H_{ii}$ into a partition function in place of the eigenvalues. Without a bound, the sign of the resulting free-energy error is unknown. An optimiser that varies the basis to lower this free energy could then pass below the exact value, and a lower result would not mean a better one.

## The bound for orthonormal states

Let $H$ act on a finite-dimensional complex space with an orthonormal eigenbasis $v_k$ and real energies $E_k$, so that $Hv_k=E_kv_k$. For every finite orthonormal family $e_i$, complete or not, and every real $b$,

$$\sum_i e^{-b m_i}\le\sum_k e^{-bE_k},\qquad m_i=\mathrm{Re}\,\langle e_i|He_i\rangle .$$

With $F=-\log(Z)/b$, where $Z$ is either sum, $b>0$ and a non-empty family, the free energy from the $m_i$ is at least the exact one. Here $b$ is the inverse temperature $1/k_BT$.

## Basis optimisation at finite temperature

A variational code for a finite Hamiltonian matrix, such as that of a spin cluster, can rotate orthonormal states to lower the diagonal free energy and rely on the exact value as a floor.

The floor can fail for non-orthogonal states. Take $H=\mathrm{diag}(0,1)$, $b>0$, and the states $(1,0)$ and $(\cos\theta,\sin\theta)$ with $0<\theta<\pi/2$. Their diagonal energies are $0$ and $\sin^2\theta$, and

$$1+e^{-b\sin^2\theta}>1+e^{-b}.$$

Normalisation and linear independence are therefore not enough.

## Tangent lines and Bessel's inequality

For a normalised state $\varphi$, set $p_k=|\langle v_k|\varphi\rangle|^2$, so $\sum_kp_k=1$. Expanding in the eigenbasis gives

$$H\varphi=\sum_k\langle v_k|\varphi\rangle E_kv_k,\qquad m=\mathrm{Re}\,\langle\varphi|H\varphi\rangle=\sum_kp_kE_k .$$

Put $x_k=-b(E_k-m)$. Then $\sum_kp_kx_k=0$ and $e^{-bE_k}=e^{-bm}e^{x_k}$, hence

$$\sum_kp_ke^{-bE_k}-e^{-bm}=e^{-bm}\sum_kp_k\,(e^{x_k}-1-x_k)\ge0,$$

because $e^x\ge1+x$. Apply this to each $e_i$ and exchange the sums:

$$\sum_ie^{-bm_i}\le\sum_k\Big(\sum_i|\langle v_k|e_i\rangle|^2\Big)e^{-bE_k}\le\sum_ke^{-bE_k}.$$

The last step is Bessel's inequality: the bracket is at most $\|v_k\|^2=1$. For $b>0$ and a non-empty family, taking the logarithm and multiplying by $-1/b$ gives the free-energy bound.

Now let the $e_i$ form a complete basis and let $b\ne0$. If the outer sums agree, every single-state gap vanishes. Since $e^x>1+x$ for $x\ne0$, only levels with $E_k=m_i$ carry weight in $e_i$, so $He_i=m_ie_i$. Conversely, if all $e_i$ are eigenvectors, the inequality with the two bases exchanged gives the reverse bound, and equality follows.

## The Lean file

```lean
import Mathlib

open Matrix

namespace PeierlsInequality

noncomputable section

variable {V ι κ : Type*} [NormedAddCommGroup V] [InnerProductSpace ℂ V]
  [Fintype ι] [Fintype κ] {H : V →ₗ[ℂ] V} {E : κ → ℝ}

/-- The diagonal energy of the state `φ`: the real part of `⟨φ|H|φ⟩`. -/
def energy (H : V →ₗ[ℂ] V) (φ : V) : ℝ := (inner ℂ φ (H φ)).re

/-- The free energy `-log (∑ exp (-b E_k)) / b` of a non-empty finite list of energies at
inverse temperature `b ≠ 0`. -/
def freeEnergy (b : ℝ) (E : κ → ℝ) : ℝ := -Real.log (∑ k, Real.exp (-b * E k)) / b

/-- The operator on column vectors given by a square matrix. -/
def matrixOperator {n : Type*} [Fintype n] (A : Matrix n n ℂ) :
    EuclideanSpace ℂ n →ₗ[ℂ] EuclideanSpace ℂ n where
  toFun x := WithLp.toLp 2 (A *ᵥ x.ofLp)
  map_add' x y := by ext i; simp [Matrix.mulVec_add]
  map_smul' c x := by ext i; simp [Matrix.mulVec_smul]

/-- In an orthonormal eigenbasis, `H` multiplies each amplitude of a state by the energy of
its level. -/
theorem apply_eq_sum (v : OrthonormalBasis κ ℂ V) (hv : ∀ k, H (v k) = (E k : ℂ) • v k)
    (φ : V) : H φ = ∑ k, (inner ℂ (v k) φ * (E k : ℂ)) • v k := by
  conv_lhs => rw [← v.sum_repr' φ]
  simp only [map_sum, map_smul, hv, smul_smul]

/-- The diagonal energy of a state is the sum of the eigenvalues weighted by the squared
overlaps with the orthonormal eigenbasis. -/
theorem energy_eq_sum (v : OrthonormalBasis κ ℂ V) (hv : ∀ k, H (v k) = (E k : ℂ) • v k)
    (φ : V) : energy H φ = ∑ k, ‖inner ℂ (v k) φ‖ ^ 2 * E k := by
  unfold energy
  rw [apply_eq_sum v hv φ, inner_sum, Complex.re_sum]
  refine Finset.sum_congr rfl fun k _ => ?_
  rw [inner_smul_right, ← inner_conj_symm φ (v k), mul_right_comm, Complex.mul_conj,
    Complex.normSq_eq_norm_sq, ← Complex.ofReal_mul, Complex.ofReal_re]

/-- Let `H` have an orthonormal eigenbasis with real energies. For a normalised state, the average
of the levels' Boltzmann factors, weighted by the squared overlaps, minus the Boltzmann factor of
the diagonal energy is a weighted sum of gaps between the exponential and its tangent line. -/
theorem jensen_gap (v : OrthonormalBasis κ ℂ V) (hv : ∀ k, H (v k) = (E k : ℂ) • v k)
    (b : ℝ) {φ : V} (hφ : ‖φ‖ = 1) :
    ∑ k, ‖inner ℂ (v k) φ‖ ^ 2 * Real.exp (-b * E k) - Real.exp (-b * energy H φ) =
      ∑ k, ‖inner ℂ (v k) φ‖ ^ 2 * (Real.exp (-b * energy H φ) *
        (Real.exp (-b * (E k - energy H φ)) - (-b * (E k - energy H φ) + 1))) := by
  have hw : ∑ k, ‖inner ℂ (v k) φ‖ ^ 2 = 1 := by
    rw [v.sum_sq_norm_inner_right, hφ, one_pow]
  have hm := energy_eq_sum v hv φ
  generalize energy H φ = m at hm ⊢
  have hterm : ∀ k, ‖inner ℂ (v k) φ‖ ^ 2 * (Real.exp (-b * m) *
      (Real.exp (-b * (E k - m)) - (-b * (E k - m) + 1))) =
      ‖inner ℂ (v k) φ‖ ^ 2 * Real.exp (-b * E k)
        - Real.exp (-b * m) * (1 + b * m) * ‖inner ℂ (v k) φ‖ ^ 2
        + Real.exp (-b * m) * b * (‖inner ℂ (v k) φ‖ ^ 2 * E k) := by
    intro k
    have h : Real.exp (-b * E k) = Real.exp (-b * m) * Real.exp (-b * (E k - m)) := by
      rw [← Real.exp_add]
      congr 1
      ring
    rw [h]
    ring
  -- the linear part of the tangent averages to zero
  rw [Finset.sum_congr rfl fun k _ => hterm k, Finset.sum_add_distrib,
    Finset.sum_sub_distrib, ← Finset.mul_sum, ← Finset.mul_sum, hw, ← hm]
  ring

/-- Let `H` have an orthonormal eigenbasis with real energies. For a normalised state, the Boltzmann
factor of the diagonal energy is at most the average of the levels' Boltzmann factors, weighted by
the squared overlaps of the state with the eigenbasis. -/
theorem exp_energy_le (v : OrthonormalBasis κ ℂ V) (hv : ∀ k, H (v k) = (E k : ℂ) • v k)
    (b : ℝ) {φ : V} (hφ : ‖φ‖ = 1) :
    Real.exp (-b * energy H φ) ≤ ∑ k, ‖inner ℂ (v k) φ‖ ^ 2 * Real.exp (-b * E k) := by
  rw [← sub_nonneg, jensen_gap v hv b hφ]
  exact Finset.sum_nonneg fun k _ => mul_nonneg (sq_nonneg _)
    (mul_nonneg (Real.exp_pos _).le (sub_nonneg.2 (Real.add_one_le_exp _)))

/-- Let `H` have an orthonormal eigenbasis with real energies. If `b ≠ 0` and a normalised state
gives equality in `exp_energy_le`, then it is an eigenvector of `H`. -/
theorem eigenstate_of_exp_energy_eq (v : OrthonormalBasis κ ℂ V)
    (hv : ∀ k, H (v k) = (E k : ℂ) • v k) {b : ℝ} (hb : b ≠ 0) {φ : V} (hφ : ‖φ‖ = 1)
    (h : Real.exp (-b * energy H φ) =
      ∑ k, ‖inner ℂ (v k) φ‖ ^ 2 * Real.exp (-b * E k)) :
    H φ = (energy H φ : ℂ) • φ := by
  have hgap := jensen_gap v hv b hφ
  rw [← h, sub_self] at hgap
  have hz := (Finset.sum_eq_zero_iff_of_nonneg (fun k _ => by
    exact mul_nonneg (sq_nonneg _) (mul_nonneg (Real.exp_pos _).le
      (sub_nonneg.2 (Real.add_one_le_exp _))))).1 hgap.symm
  -- a level away from the mean energy carries no amplitude
  have hk : ∀ k, inner ℂ (v k) φ * (E k : ℂ) = (energy H φ : ℂ) * inner ℂ (v k) φ := by
    intro k
    by_cases hE : E k = energy H φ
    · rw [hE, mul_comm]
    · have hlt := Real.add_one_lt_exp
        (mul_ne_zero (neg_ne_zero.2 hb) (sub_ne_zero.2 hE))
      have hpos := mul_pos (Real.exp_pos (-b * energy H φ)) (sub_pos.2 hlt)
      have h0 := (mul_eq_zero.1 (hz k (Finset.mem_univ k))).resolve_right hpos.ne'
      have hc : inner ℂ (v k) φ = 0 :=
        norm_eq_zero.1 ((pow_eq_zero_iff two_ne_zero).1 h0)
      rw [hc, zero_mul, mul_zero]
  calc H φ = ∑ k, (inner ℂ (v k) φ * (E k : ℂ)) • v k := apply_eq_sum v hv φ
    _ = ∑ k, (energy H φ : ℂ) • (inner ℂ (v k) φ • v k) :=
        Finset.sum_congr rfl fun k _ => by rw [smul_smul, hk k]
    _ = (energy H φ : ℂ) • φ := by rw [← Finset.smul_sum, v.sum_repr']

/-- Attach a real number `E k` to each vector of an orthonormal basis. The sums of `exp (-b E_k)`
weighted by the squared overlaps of a state with the basis, added up over a finite orthonormal
family of states, do not exceed the unweighted sum of `exp (-b E_k)`. -/
theorem sum_average_le (v : OrthonormalBasis κ ℂ V) (E : κ → ℝ) (b : ℝ) {e : ι → V}
    (he : Orthonormal ℂ e) :
    ∑ i, ∑ k, ‖inner ℂ (v k) (e i)‖ ^ 2 * Real.exp (-b * E k) ≤
      ∑ k, Real.exp (-b * E k) := by
  rw [Finset.sum_comm]
  refine Finset.sum_le_sum fun k _ => ?_
  rw [← Finset.sum_mul]
  -- Bessel's inequality for the eigenvector `v k`
  have h : ∑ i, ‖inner ℂ (v k) (e i)‖ ^ 2 ≤ 1 :=
    calc ∑ i, ‖inner ℂ (v k) (e i)‖ ^ 2 = ∑ i, ‖inner ℂ (e i) (v k)‖ ^ 2 :=
          Finset.sum_congr rfl fun i _ => by rw [norm_inner_symm (v k)]
      _ ≤ ‖v k‖ ^ 2 := he.sum_inner_products_le (v k)
      _ = 1 := by rw [v.orthonormal.1 k, one_pow]
  exact mul_le_of_le_one_left (Real.exp_pos _).le h

/-- **Peierls inequality.** If `H` has an orthonormal eigenbasis with real energies `E k`,
the diagonal energies of any finite orthonormal family satisfy
`∑ exp (-b H_ii) ≤ ∑ exp (-b E_k)` for every real `b`. -/
theorem peierls (v : OrthonormalBasis κ ℂ V) (hv : ∀ k, H (v k) = (E k : ℂ) • v k)
    (b : ℝ) {e : ι → V} (he : Orthonormal ℂ e) :
    ∑ i, Real.exp (-b * energy H (e i)) ≤ ∑ k, Real.exp (-b * E k) :=
  (Finset.sum_le_sum fun i _ => exp_energy_le v hv b (he.1 i)).trans
    (sum_average_le v E b he)

/-- For `b ≠ 0` and a complete orthonormal basis, equality holds in the Peierls inequality
exactly when every basis vector is an eigenvector of `H`. -/
theorem peierls_eq_iff (v : OrthonormalBasis κ ℂ V)
    (hv : ∀ k, H (v k) = (E k : ℂ) • v k) {b : ℝ} (hb : b ≠ 0)
    (e : OrthonormalBasis ι ℂ V) :
    ∑ i, Real.exp (-b * energy H (e i)) = ∑ k, Real.exp (-b * E k) ↔
      ∀ i, H (e i) = (energy H (e i) : ℂ) • e i := by
  constructor
  · intro h i
    have hle : ∀ i ∈ Finset.univ, Real.exp (-b * energy H (e i)) ≤
        ∑ k, ‖inner ℂ (v k) (e i)‖ ^ 2 * Real.exp (-b * E k) :=
      fun i _ => exp_energy_le v hv b (e.orthonormal.1 i)
    have hsum := le_antisymm (Finset.sum_le_sum hle)
      ((sum_average_le v E b e.orthonormal).trans h.ge)
    exact eigenstate_of_exp_energy_eq v hv hb (e.orthonormal.1 i)
      ((Finset.sum_eq_sum_iff_of_le hle).1 hsum i (Finset.mem_univ i))
  · intro h
    have hE : ∀ k, energy H (v k) = E k := fun k => by
      unfold energy
      rw [hv k, inner_smul_right, inner_self_eq_norm_sq_to_K, v.orthonormal.1 k]
      simp
    -- the two eigenbases exchange their roles
    have hrev := peierls e h b v.orthonormal
    simp only [hE] at hrev
    exact le_antisymm (peierls v hv b e.orthonormal) hrev

/-- If `H` has an orthonormal eigenbasis with real energies and `b > 0`, the free energy computed
from the diagonal energies of a non-empty finite orthonormal family is an upper bound to the free
energy of the levels of `H`. -/
theorem freeEnergy_le [Nonempty ι] (v : OrthonormalBasis κ ℂ V)
    (hv : ∀ k, H (v k) = (E k : ℂ) • v k) {b : ℝ} (hb : 0 < b) {e : ι → V}
    (he : Orthonormal ℂ e) :
    freeEnergy b E ≤ freeEnergy b (fun i => energy H (e i)) := by
  have hpos : 0 < ∑ i, Real.exp (-b * energy H (e i)) :=
    Finset.sum_pos (fun i _ => Real.exp_pos _) Finset.univ_nonempty
  exact div_le_div_of_nonneg_right
    (neg_le_neg (Real.log_le_log hpos (peierls v hv b he))) hb.le

/-- For a Hermitian matrix and real `b`, the sum of `exp (-b A_ii)` over the diagonal entries
is at most the sum of `exp (-b E_k)` over the eigenvalues. -/
theorem peierls_matrix {n : Type*} [Fintype n] [DecidableEq n] {A : Matrix n n ℂ}
    (hA : A.IsHermitian) (b : ℝ) :
    ∑ i, Real.exp (-b * (A i i).re) ≤ ∑ k, Real.exp (-b * hA.eigenvalues k) := by
  have hv : ∀ k, matrixOperator A (hA.eigenvectorBasis k) =
      (hA.eigenvalues k : ℂ) • hA.eigenvectorBasis k := by
    intro k
    ext i
    change (A *ᵥ (hA.eigenvectorBasis k).ofLp) i = _
    rw [hA.mulVec_eigenvectorBasis k]
    simp
  have hd : ∀ i, energy (matrixOperator A) (EuclideanSpace.basisFun n ℂ i) = (A i i).re := by
    intro i
    simp [energy, matrixOperator, EuclideanSpace.inner_single_left]
  have h := peierls hA.eigenvectorBasis hv b (EuclideanSpace.basisFun n ℂ).orthonormal
  simpa only [hd] using h

end

end PeierlsInequality
```

```lean
#print axioms PeierlsInequality.peierls_eq_iff
-- 'PeierlsInequality.peierls_eq_iff' depends on axioms: [propext, Classical.choice, Quot.sound]
#print axioms PeierlsInequality.freeEnergy_le
-- 'PeierlsInequality.freeEnergy_le' depends on axioms: [propext, Classical.choice, Quot.sound]
#print axioms PeierlsInequality.peierls_matrix
-- 'PeierlsInequality.peierls_matrix' depends on axioms: [propext, Classical.choice, Quot.sound]
```

## Lean hypotheses, proof steps and numerical limits

In `peierls`, `v` is the eigenbasis, `hv` is the eigenvalue equation and `he` is the orthonormality of the family. The types of `v` and `E` make the space finite-dimensional and the energies real. `energy` is $m$, and `freeEnergy` is $F$. `peierls_matrix` assumes only that `A` is Hermitian: Mathlib supplies the eigenbasis, and the diagonal energies are the entries `(A i i).re`.

`apply_eq_sum` and `energy_eq_sum` are the two expansions. `jensen_gap` is the tangent-line identity; its `hterm` expands each term, and `hw` and `hm` then remove the linear part. `exp_energy_le` applies `Real.add_one_le_exp`, while `eigenstate_of_exp_energy_eq` uses the strict version to remove the amplitudes away from the mean energy. `sum_average_le` exchanges the sums and applies Bessel's inequality, and `peierls` chains the two bounds. `peierls_eq_iff` settles equality, with `hrev` as the exchange of bases. `freeEnergy_le` takes the logarithm.

The theorems concern exact real and complex numbers. Rounding, sampling noise in the $m_i$ or loss of orthogonality can push a computed value below the floor. The bound also gives no estimate of its distance from the exact free energy, and infinite-dimensional Hamiltonians are beyond its hypotheses.
